# Genealogical spin functions with a common projection M are orthonormal

If two genealogical spin functions overlapped, a configuration-interaction program that diagonalises its Hamiltonian as an ordinary symmetric matrix would in general return wrong energies, because the true problem would contain an overlap matrix. I build these functions by adding one electron at a time and multiplying the Clebsch-Gordan coefficients of the steps. For a given parent spin and a total projection allowed in both resulting spins, the coefficients of one step form an orthogonal two-by-two table. But two functions with different histories can have different parent spins, and then their factors come from different tables. With three electrons, up-up-down passes through a triplet and up-down-up through a singlet. Why should the sum of products over all strings of one projection still vanish? And what happens at the edge, where removing an electron leaves a projection larger than the parent spin?

## Different tables meet only when the parents are already orthogonal

The overlap can be peeled off one electron at a time. If the parents differ, their own orthogonality gives zero; if they agree, both functions use the same table. The edge cases drop out because their coefficients vanish. This holds for all paths whose partial spins are nonnegative and whose final spin $S$ satisfies $S\ge|M|$ with $S-M$ integral, including pairs with different $S$.

Let $p$ be a path of up and down steps, $t$ a string of alpha and beta spins, and $p'$, $t'$ the same objects without their last entry. Write $S'$ for the spin of $p'$, $M$ for the projection of $t$, and $\sigma=\pm\tfrac12$ for the spin of the last electron. The coefficient is

$$c_p(t)=c_{p'}(t')\,C_p(\sigma),$$

starting from 1 for no electrons. The last factor $C_p(\sigma)$ is taken from this table:

| last step | alpha | beta |
|---|---|---|
| up | $\sqrt{\frac{S'+M+1/2}{2S'+1}}$ | $\sqrt{\frac{S'-M+1/2}{2S'+1}}$ |
| down | $-\sqrt{\frac{S'-M+1/2}{2S'+1}}$ | $\sqrt{\frac{S'+M+1/2}{2S'+1}}$ |

It is set to zero if $|M|$ exceeds the resulting spin.

**One table.** When $M$ is allowed for the couplings in question, the squares in a row add up to
$$\frac{(S'+M+\frac12)+(S'-M+\frac12)}{2S'+1}=1,$$
and the product of the two rows is $-\sqrt{AB}+\sqrt{BA}=0$, where $A$ and $B$ are the two fractions under the roots.

**Removing an electron.** Let $O_{pq}(M)=\sum_t c_p(t)c_q(t)$, summed over strings of projection $M$. Grouping these strings by their last spin gives
$$O_{pq}(M)=\sum_{\sigma}O_{p'q'}(M-\sigma)\,C_p(\sigma)\,C_q(\sigma).$$

**The edge.** Suppose $|M-\sigma|>S'$. Both numbers are integral or both half-integral, so $|M-\sigma|\ge S'+1$. If $|M|$ exceeds the resulting spin, the coefficient is zero by definition. Otherwise $|M|\le S'+\tfrac12$, which forces $|M|=S'+\tfrac12$, an up step, and $\sigma$ opposite in sign to $M$. For $M=S'+\tfrac12$ and beta, the numerator $S'-M+\tfrac12$ is zero; for $M=-S'-\tfrac12$ and alpha, $S'+M+\tfrac12$ is zero.

**Induction.** If $|M-\sigma|$ is at most both parent spins, the induction hypothesis gives $O_{p'q'}(M-\sigma)=\delta_{p'q'}$. If it exceeds either one, the term contains a zero coefficient, so writing $\delta_{p'q'}$ there changes nothing. Hence
$$O_{pq}(M)=\delta_{p'q'}\sum_\sigma C_p(\sigma)C_q(\sigma).$$
For different parents this is zero. For equal parents the single table gives one if the last steps agree and zero if they differ. With no electrons there is one path and one string, with $M=0$ and overlap one.

In the three-electron example with $M=\tfrac12$, the coefficients on $\alpha\alpha\beta$, $\alpha\beta\alpha$, $\beta\alpha\alpha$ are $(\sqrt{2/3},-\sqrt{1/6},-\sqrt{1/6})$ for up-up-down and $(0,\sqrt{1/2},-\sqrt{1/2})$ for up-down-up. Their overlap is zero. The entry 0 is an edge case: removing the beta electron would leave projection 1 on a singlet.

Here is the argument in Lean 4 with Mathlib.

```lean
import Mathlib

open Finset

namespace GenealogicalSpin

noncomputable section

/-- Twice the change of spin or projection in one step: `1` for up or alpha, `-1` for down or
beta. -/
def sgn (b : Bool) : ℤ := if b then 1 else -1

/-- Twice the final spin of an up-down path, or twice the projection of an alpha-beta string. -/
def twice {N : ℕ} (s : Fin N → Bool) : ℤ := ∑ i, sgn (s i)

/-- The path or string with its last step removed. -/
def prev {n : ℕ} (s : Fin (n + 1) → Bool) : Fin n → Bool := fun i => s i.castSucc

/-- An up-down path is admissible when the spin is nonnegative after every step. -/
def IsPath : {N : ℕ} → (Fin N → Bool) → Prop
  | 0, _ => True
  | _ + 1, p => IsPath (prev p) ∧ 0 ≤ twice p

/-- The Clebsch-Gordan coefficient for coupling a spin `S ≥ 0` with a spin one half (alpha or
beta) to spin `S + 1/2` (up) or `S - 1/2` (down) and total projection `M`; it is zero if `|M|`
exceeds the resulting spin. -/
def cg (up alpha : Bool) (S M : ℝ) : ℝ :=
  if |M| ≤ S + (sgn up : ℝ) / 2 then
    match up, alpha with
    | true, true => √((S + M + 1 / 2) / (2 * S + 1))
    | true, false => √((S - M + 1 / 2) / (2 * S + 1))
    | false, true => -√((S - M + 1 / 2) / (2 * S + 1))
    | false, false => √((S + M + 1 / 2) / (2 * S + 1))
  else 0

/-- The genealogical coefficient of the string `t` in the spin function of the path `p`: the
product of the Clebsch-Gordan coefficients of all steps. -/
def coeff : {N : ℕ} → (Fin N → Bool) → (Fin N → Bool) → ℝ
  | 0, _, _ => 1
  | n + 1, p, t => coeff (prev p) (prev t) *
      cg (p (Fin.last n)) (t (Fin.last n)) ((twice (prev p) : ℝ) / 2) ((twice t : ℝ) / 2)

/-- The overlap of two genealogical functions over the strings of projection `m / 2`. -/
def overlap {N : ℕ} (p q : Fin N → Bool) (m : ℤ) : ℝ :=
  ∑ t with twice t = m, coeff p t * coeff q t

/-- The coefficients of the path `p` as a vector over the strings of projection `m / 2`. -/
def spinVector {N : ℕ} (m : ℤ) (p : Fin N → Bool) :
    EuclideanSpace ℝ {t : Fin N → Bool // twice t = m} :=
  WithLp.toLp 2 fun t => coeff p t.1

lemma sgn_cases (b : Bool) : sgn b = 1 ∨ sgn b = -1 := by
  cases b <;> simp [sgn]

/-- The last step changes the spin, or the projection, by one half. -/
lemma twice_succ {n : ℕ} (s : Fin (n + 1) → Bool) :
    twice s = twice (prev s) + sgn (s (Fin.last n)) := by
  unfold twice prev
  rw [Fin.sum_univ_castSucc]

/-- Twice the spin, or twice the projection, has the parity of the number of electrons. -/
lemma twice_parity {N : ℕ} (s : Fin N → Bool) : (2 : ℤ) ∣ twice s - N := by
  induction N with
  | zero => simp [twice]
  | succ n ih =>
    have h := ih (prev s)
    rw [twice_succ]
    push_cast
    rcases sgn_cases (s (Fin.last n)) with h1 | h1 <;> omega

lemma IsPath.nonneg {N : ℕ} {p : Fin N → Bool} (h : IsPath p) : 0 ≤ twice p := by
  cases N with
  | zero => simp [twice]
  | succ n => exact h.2

lemma range_iff (u : Bool) (a m : ℤ) :
    |(m : ℝ) / 2| ≤ (a : ℝ) / 2 + (sgn u : ℝ) / 2 ↔ |m| ≤ a + sgn u := by
  have h : |(m : ℝ) / 2| = ((|m| : ℤ) : ℝ) / 2 := by
    rw [abs_div, Int.cast_abs]
    norm_num
  rw [h, ← Int.cast_le (R := ℝ), Int.cast_add]
  constructor <;> intro h <;> linarith

/-- For a parent spin `S ≥ 0` and a projection `M` allowed in both resulting spins, the
Clebsch-Gordan coefficients of the two couplings are orthonormal. -/
theorem cg_orthonormal (u v : Bool) {S M : ℝ} (hS : 0 ≤ S)
    (hu : |M| ≤ S + (sgn u : ℝ) / 2) (hv : |M| ≤ S + (sgn v : ℝ) / 2) :
    cg u true S M * cg v true S M + cg u false S M * cg v false S M =
      if u = v then 1 else 0 := by
  have hs : (sgn u : ℝ) ≤ 1 := by cases u <;> norm_num [sgn]
  have hM := abs_le.1 (hu.trans (by linarith : _ ≤ S + 1 / 2))
  have h1 := Real.mul_self_sqrt
    (div_nonneg (by linarith [hM.1] : 0 ≤ S + M + 1 / 2) (by linarith : 0 ≤ 2 * S + 1))
  have h2 := Real.mul_self_sqrt
    (div_nonneg (by linarith [hM.2] : 0 ≤ S - M + 1 / 2) (by linarith : 0 ≤ 2 * S + 1))
  have h3 : (S + M + 1 / 2) / (2 * S + 1) + (S - M + 1 / 2) / (2 * S + 1) = 1 := by
    rw [← add_div, div_eq_one_iff_eq (by linarith)]
    ring
  simp only [cg, if_pos hu, if_pos hv]
  cases u <;> cases v <;> simp only [reduceIte, reduceCtorEq]
  · linear_combination h1 + h2 + h3
  · ring
  · ring
  · linear_combination h1 + h2 + h3

/-- A Clebsch-Gordan coefficient vanishes if the parent projection exceeds the parent spin
`a / 2` in magnitude, provided that `(a + 1 - m) / 2` is an integer. -/
theorem cg_eq_zero (u s : Bool) (a m : ℤ) (hpar : 2 ∣ a + 1 - m) (hout : a < |m - sgn s|) :
    cg u s ((a : ℝ) / 2) ((m : ℝ) / 2) = 0 := by
  unfold cg
  by_cases h : |m| ≤ a + sgn u
  · rw [if_pos ((range_iff u a m).2 h)]
    rw [abs_le] at h
    rw [lt_abs] at hout
    cases u <;> cases s <;> simp only [sgn, reduceIte, Bool.false_eq_true] at h hout ⊢
    · exfalso; omega
    · exfalso; omega
    · have e : m = a + 1 := by omega
      have z : (a : ℝ) / 2 - (m : ℝ) / 2 + 1 / 2 = 0 := by rw [e]; push_cast; ring
      rw [z, zero_div, Real.sqrt_zero]
    · have e : m = -a - 1 := by omega
      have z : (a : ℝ) / 2 + (m : ℝ) / 2 + 1 / 2 = 0 := by rw [e]; push_cast; ring
      rw [z, zero_div, Real.sqrt_zero]
  · rw [if_neg (mt (range_iff u a m).1 h)]

/-- Removing the last electron: the overlap is a sum over its spin of parent overlaps times the
two Clebsch-Gordan coefficients of the last step. -/
theorem overlap_succ {n : ℕ} (p q : Fin (n + 1) → Bool) (m : ℤ) :
    overlap p q m = ∑ s : Bool, overlap (prev p) (prev q) (m - sgn s) *
      (cg (p (Fin.last n)) s ((twice (prev p) : ℝ) / 2) ((m : ℝ) / 2) *
        cg (q (Fin.last n)) s ((twice (prev q) : ℝ) / 2) ((m : ℝ) / 2)) := by
  simp only [overlap, Finset.sum_filter, Finset.sum_mul]
  rw [← Equiv.sum_comp (Fin.snocEquiv (fun _ : Fin (n + 1) => Bool)), Fintype.sum_prod_type]
  refine Finset.sum_congr rfl fun s _ => Finset.sum_congr rfl fun r _ => ?_
  have h1 : prev (Fin.snocEquiv (fun _ : Fin (n + 1) => Bool) (s, r)) = r := by
    funext i
    simp [prev, Fin.snocEquiv]
  have h2 : Fin.snocEquiv (fun _ : Fin (n + 1) => Bool) (s, r) (Fin.last n) = s := by
    simp [Fin.snocEquiv]
  generalize Fin.snocEquiv (fun _ : Fin (n + 1) => Bool) (s, r) = t at h1 h2 ⊢
  have ht := twice_succ t
  rw [h1, h2] at ht
  by_cases h : twice t = m
  · rw [if_pos h, if_pos (by omega)]
    simp only [coeff, h1, h2, h]
    ring
  · rw [if_neg h, if_neg (by omega), zero_mul]

/-- For admissible paths with final spins at least `|m| / 2` and differing from `m / 2` by
integers, the overlap over strings of projection `m / 2` is one for equal paths and zero
otherwise. -/
theorem overlap_eq {N : ℕ} (p q : Fin N → Bool) (m : ℤ) (hp : IsPath p) (hq : IsPath q)
    (hpm : |m| ≤ twice p) (hqm : |m| ≤ twice q) (hpar : 2 ∣ twice p - m) :
    overlap p q m = if p = q then 1 else 0 := by
  induction N generalizing m with
  | zero =>
    obtain rfl := Subsingleton.elim p q
    have hm : m = 0 := by simpa [twice] using hpm
    subst hm
    simp [overlap, twice, coeff]
  | succ n ih =>
    have tp := twice_succ p
    have tq := twice_succ q
    have pp := twice_parity (prev p)
    have pq := twice_parity (prev q)
    have sp := sgn_cases (p (Fin.last n))
    -- parent overlaps are Kronecker deltas wherever the coefficients do not vanish
    have key : ∀ s : Bool, overlap (prev p) (prev q) (m - sgn s) *
        (cg (p (Fin.last n)) s ((twice (prev p) : ℝ) / 2) ((m : ℝ) / 2) *
          cg (q (Fin.last n)) s ((twice (prev q) : ℝ) / 2) ((m : ℝ) / 2)) =
        (if prev p = prev q then 1 else 0) *
        (cg (p (Fin.last n)) s ((twice (prev p) : ℝ) / 2) ((m : ℝ) / 2) *
          cg (q (Fin.last n)) s ((twice (prev q) : ℝ) / 2) ((m : ℝ) / 2)) := by
      intro s
      have ss := sgn_cases s
      by_cases h1 : |m - sgn s| ≤ twice (prev p)
      · by_cases h2 : |m - sgn s| ≤ twice (prev q)
        · rw [ih (prev p) (prev q) (m - sgn s) hp.1 hq.1 h1 h2 (by omega)]
        · rw [cg_eq_zero (q (Fin.last n)) s _ m (by omega) (not_le.1 h2)]
          simp
      · rw [cg_eq_zero (p (Fin.last n)) s _ m (by omega) (not_le.1 h1)]
        simp
    rw [overlap_succ, Finset.sum_congr rfl (fun s _ => key s), ← Finset.mul_sum]
    by_cases e : prev p = prev q
    · -- equal parents: only the last coupling distinguishes the paths
      have hiff : p = q ↔ p (Fin.last n) = q (Fin.last n) := by
        refine ⟨fun h => by rw [h], fun h => ?_⟩
        funext i
        induction i using Fin.lastCases with
        | last => exact h
        | cast j => exact congrFun e j
      have hS : (0 : ℝ) ≤ (twice (prev p) : ℝ) / 2 :=
        div_nonneg (Int.cast_nonneg hp.1.nonneg) (by norm_num)
      rw [if_pos e, one_mul, ← e, Fintype.sum_bool,
        cg_orthonormal _ _ hS ((range_iff _ _ _).2 (by rw [← tp]; exact hpm))
          ((range_iff _ _ _).2 (by rw [e, ← tq]; exact hqm))]
      simp only [hiff]
    · rw [if_neg e, zero_mul, if_neg (fun h => e (by rw [h]))]

/-- For fixed projection `M = m / 2`, the genealogical coefficient vectors of all admissible
paths with final spin `S ≥ |M|` and `S - M` integral are orthonormal. -/
theorem genealogical_orthonormal (N : ℕ) (m : ℤ) :
    Orthonormal ℝ (fun p : {p : Fin N → Bool // IsPath p ∧ |m| ≤ twice p ∧ 2 ∣ twice p - m} =>
      spinVector m p.1) := by
  classical
  rw [orthonormal_iff_ite]
  rintro ⟨p, hp⟩ ⟨q, hq⟩
  have h : inner ℝ (spinVector m p) (spinVector m q) = overlap p q m := by
    have h2 : ∑ t with twice t = m, coeff p t * coeff q t =
        ∑ t : {t : Fin N → Bool // twice t = m}, coeff p t.1 * coeff q t.1 :=
      Finset.sum_subtype _ (by simp) _
    unfold overlap
    rw [h2]
    simp [spinVector, PiLp.inner_apply, mul_comm]
  rw [h, overlap_eq p q m hp.1 hq.1 hp.2.1 hq.2.1 hp.2.2]
  by_cases e : p = q <;> simp [e]

/-- For two electrons, the path up-down has coefficient `√(1/2)` on the string alpha-beta and
`-√(1/2)` on beta-alpha. -/
theorem two_electron_singlet :
    coeff ![true, false] ![true, false] = √(1 / 2) ∧
      coeff ![true, false] ![false, true] = -√(1 / 2) := by
  constructor <;> norm_num [coeff, cg, twice, prev, sgn, Fin.sum_univ_succ, Fin.last]

end

end GenealogicalSpin
```

```lean
#print axioms GenealogicalSpin.genealogical_orthonormal
#print axioms GenealogicalSpin.two_electron_singlet
```

```
'GenealogicalSpin.genealogical_orthonormal' depends on axioms: [propext, Classical.choice, Quot.sound]
'GenealogicalSpin.two_electron_singlet' depends on axioms: [propext, Classical.choice, Quot.sound]
```

## Paths, strings and doubled spins in Lean

Paths and strings are both functions `Fin N → Bool`: `true` means up or alpha, `false` down or beta. To keep to integers, `twice` returns twice the final spin of a path or twice the projection of a string. The letter `m` is therefore $2M$, not the projection of a single electron, and `sgn` turns a Boolean into $\pm1$. `IsPath` requires a nonnegative spin after every step.

In `cg up alpha S M`, the argument `S` is the parent spin, written $S'$ above, while `M` is the total projection after the coupling. The signs are those of the table, with the parent coupled first and the new electron second. `coeff p t` is $c_p(t)$, and `spinVector m p` collects these numbers in a real Euclidean space with one coordinate per string of projection $m/2$. This treats the strings as orthonormal products of one-electron spin functions.

The theorem `genealogical_orthonormal` says that, for every `N` and every integer `m`, the vectors of all paths with `IsPath p`, `|m| ≤ twice p` and `2 ∣ twice p - m` are orthonormal. The last two conditions are $S\ge|M|$ and $S-M$ integral. A path with $S<|M|$ gives the zero vector, which cannot have norm one. If no path qualifies, for instance when $|m|>N$, the family is empty and the statement holds trivially.

The step from this model to spin physics is that the function built from $c_p$ is an eigenfunction of $\hat S^2$ with eigenvalue $S(S+1)$. That is textbook angular-momentum theory; in the Lean code, $S$ is only the number counted along the path. Nor does the theorem say that the vectors span the whole space of strings of projection $M$.

For spin-adapted configuration interaction, the result makes the overlap matrix of these spin factors the identity, for a finite number of electrons and before spatial orbitals or antisymmetrisation enter.

## From one coupling to the whole path

`cg_orthonormal` is the single-table calculation. It squares the roots with `Real.mul_self_sqrt`, shows that the two fractions add to one, and finishes the row norms with `linear_combination`; the mixed products cancel by `ring`.

`cg_eq_zero` is the edge argument. Its hypothesis `2 ∣ a + 1 - m`, with `a` equal to $2S'$, carries the parity. Without such a condition the claim would fail: $S'=0$ and $M=0$ would give an up coefficient $\sqrt{1/2}$ although the parent projection is $\pm\tfrac12$. After splitting by step and spin, `omega` either finds a contradiction or identifies `m` as the value that makes the numerator zero. `range_iff` translates between the real inequality inside `cg` and the integer one.

`overlap_succ` is the formula for removing an electron. `Fin.snocEquiv` matches each string with its last spin and the shorter string before it, and `twice_succ` converts the condition on the total projection into one on the parent's.

`overlap_eq` performs the induction on `N`. It keeps `m` general, since the parents are needed at projections $M\mp\tfrac12$. The intermediate statement `key` replaces each parent overlap by a Kronecker delta, using either the induction hypothesis or `cg_eq_zero`. The required parities come from `twice_parity`, which says that doubled spins and projections have the parity of the electron number. This is also why `overlap_eq` assumes integrality for `p` alone. For equal parents, `cg_orthonormal` finishes the calculation.

`genealogical_orthonormal` then identifies the Euclidean inner product with `overlap` and applies `overlap_eq`. Finally, `two_electron_singlet` evaluates the path up-down: $\sqrt{1/2}$ on alpha-beta and $-\sqrt{1/2}$ on beta-alpha, the familiar normalised singlet.
